# Coupled surface plasmons give two metal surfaces a non-retarded zero-point energy proportional to 1/d²

## Subtracting before integrating

The energy below is a single integral of a difference: at each wave number \(k\), the frequencies of the uncoupled surfaces are subtracted from those of the coupled ones, and only then is the result integrated over all \(k>0\). Integrated separately, the two contributions would both diverge, because a surface plasmon keeps a finite frequency at large \(k\) while the number of modes grows with \(k\). The difference decays exponentially, so no cutoff is needed.

## Two plasmon branches across a gap

Two identical metal half-spaces face each other across a vacuum gap of width \(d>0\). A single surface carries a plasmon of frequency \(\omega_s\), independent of \(k\) in the non-retarded, undamped model with a local dielectric response. Across the gap the two plasmons couple through their evanescent fields and split into

\[
\omega_\pm(k)=\omega_s\sqrt{1\pm e^{-kd}} .
\]

This form holds for free-electron metals, whose dielectric function is \(1-\omega_p^2/\omega^2\) with bulk plasma frequency \(\omega_p=\sqrt2\,\omega_s\). The dispersion relation is the starting point here; it is not derived from Maxwell's equations or from the general Lifshitz formula.

With \(\hbar=1\), each mode contributes \(\omega/2\), and the modes per area are counted by \(d^2k/(2\pi)^2=k\,dk/(2\pi)\) after the angular integration. The energy per area relative to uncoupled surfaces is therefore

\[
E(d)=\frac{1}{4\pi}\int_0^\infty k\,\bigl(\omega_++\omega_--2\omega_s\bigr)\,dk .
\]

The result is that this integral converges and that

\[
E(d)=\frac{I\,\omega_s}{4\pi d^2},\qquad -\tfrac14\le I\le-\tfrac1{16},
\]

where \(I\) is a pure number. For \(\omega_s>0\) the surfaces attract. Within this undamped, non-retarded model, it is an explicit case of the long-range correlation energy that local and semilocal density functionals miss between non-overlapping densities.

## Bounding the frequency shift

Let \(0\le t\le1\), \(a=\sqrt{1+t}\) and \(b=\sqrt{1-t}\). Then \((ab)^2=1-t^2\). Since \(0\le 1-t^2\le1\),

\[
(1-t^2)^2\le 1-t^2\le 1-t^2+\tfrac{t^4}{4}=\bigl(1-\tfrac{t^2}{2}\bigr)^2 ,
\]

and taking square roots gives \(1-t^2\le ab\le1-t^2/2\).

The sum satisfies \((a+b)^2=2+2ab\), so \(4-2t^2\le(a+b)^2\le4-t^2\). Moreover,

\[
(2-t^2)^2=4-4t^2+t^4\le4-2t^2,\qquad
4-t^2\le4-t^2+\tfrac{t^4}{16}=\bigl(2-\tfrac{t^2}{4}\bigr)^2 .
\]

A second square root yields

\[
-t^2\le\sqrt{1+t}+\sqrt{1-t}-2\le-\tfrac{t^2}{4}.
\]

The upper branch rises by less than the lower one falls, so coupling lowers the sum whenever \(t>0\).

## Convergence and the constant I

Define the reduced shift

\[
f(x)=x\bigl(\sqrt{1+e^{-x}}+\sqrt{1-e^{-x}}-2\bigr),\qquad I=\int_0^\infty f(x)\,dx .
\]

Setting \(t=e^{-x}\) and multiplying by \(x>0\) gives

\[
-x e^{-2x}\le f(x)\le-\tfrac14 x e^{-2x}.
\]

The comparison function has the antiderivative \(F(x)=-(x/2+1/4)e^{-2x}\), because

\[
F'(x)=-\tfrac12e^{-2x}+\bigl(x+\tfrac12\bigr)e^{-2x}=xe^{-2x}.
\]

As \(F(0)=-1/4\) and \(F(x)\to0\) for \(x\to\infty\), its integral over \(x>0\) is \(1/4\). Hence \(f\) is integrable, and integrating the two inequalities gives \(-1/4\le I\le-1/16\).

## Scaling and force

With \(x=kd\), the physical integrand is

\[
k(\omega_++\omega_--2\omega_s)=\frac{\omega_s}{d}\,f(kd).
\]

Since \(dk=dx/d\), its integral is \(\omega_sI/d^2\), and the prefactor \(1/(4\pi)\) completes the energy law. The force per area is

\[
-\frac{dE}{dd}=\frac{I\,\omega_s}{2\pi d^3},
\]

which is negative for \(\omega_s>0\) because \(I<0\). A negative force along increasing \(d\) is an attraction.

## The statement in Lean

The real numbers `ws`, `d` and `k` stand for \(\omega_s\), \(d\) and \(k\). The functions `omegaPlus` and `omegaMinus` are the two branches, `zeroPointEnergy ws d` is \(E(d)\), and `reducedShift` is \(f\). The constant `plasmonConstant` is \(I\); its definition takes no arguments, so it cannot depend on the separation or on the plasmon frequency. The set `Ioi 0` is the open half-line of positive numbers.

The theorem `zeroPointEnergy_law` assumes only `0 < d` and leaves `ws` an arbitrary real number. It gives integrability of the physical integrand, the inverse-square law and the two bounds on \(I\). Integrability is a separate clause because Lean assigns the value zero to the integral of a non-integrable function, so an equation for the integral would not by itself express convergence.

The theorem `plasmon_force` adds `0 < ws`, which serves the sign of the force; the derivative formula itself does not depend on it. `HasDerivAt` says that minus the energy is differentiable at `d` with the stated derivative.

The model leaves out retardation, damping, nonlocal response, the polarisation of bound electrons and thermal occupation of the modes. It also extends the dispersion relation to arbitrarily large \(k\), where a real metal surface has atomic structure.

```lean
import Mathlib

open MeasureTheory Set Filter Topology

namespace CoupledSurfacePlasmons

noncomputable section

/-- Frequency of the upper coupled surface plasmon at wave number `k ≥ 0` and separation `d > 0`. -/
def omegaPlus (ws d k : ℝ) : ℝ := ws * √(1 + Real.exp (-(k * d)))

/-- Frequency of the lower coupled surface plasmon at wave number `k ≥ 0` and separation `d > 0`. -/
def omegaMinus (ws d k : ℝ) : ℝ := ws * √(1 - Real.exp (-(k * d)))

/-- Zero-point energy per area of the coupled plasmons at separation `d > 0`, relative to
uncoupled surfaces, in units with `ħ = 1`. -/
def zeroPointEnergy (ws d : ℝ) : ℝ :=
  1 / (4 * Real.pi) *
    ∫ k in Ioi (0 : ℝ), k * (omegaPlus ws d k + omegaMinus ws d k - 2 * ws)

/-- The integrand of the zero-point energy in the dimensionless variable `x = k d ≥ 0`, up to a
factor that does not depend on `x`. -/
def reducedShift (x : ℝ) : ℝ :=
  x * (√(1 + Real.exp (-x)) + √(1 - Real.exp (-x)) - 2)

/-- The dimensionless plasmon constant `I`, the integral of the reduced shift over `x > 0`. -/
def plasmonConstant : ℝ := ∫ x in Ioi (0 : ℝ), reducedShift x

/-- For a coupling `t` between 0 and 1, the sum of the two mode frequencies, in units of the
uncoupled one, is lowered by at least `t² / 4` and at most `t²`. -/
theorem mode_sum_bounds {t : ℝ} (h0 : 0 ≤ t) (h1 : t ≤ 1) :
    -t ^ 2 ≤ √(1 + t) + √(1 - t) - 2 ∧ √(1 + t) + √(1 - t) - 2 ≤ -(t ^ 2 / 4) := by
  have ha := Real.sqrt_nonneg (1 + t)
  have hb := Real.sqrt_nonneg (1 - t)
  have ha2 : √(1 + t) ^ 2 = 1 + t := Real.sq_sqrt (by linarith)
  have hb2 : √(1 - t) ^ 2 = 1 - t := Real.sq_sqrt (by linarith)
  set a := √(1 + t)
  set b := √(1 - t)
  have ht : t ^ 2 ≤ 1 := pow_le_one₀ h0 h1
  have ht0 : 0 ≤ t ^ 2 := sq_nonneg t
  have hab : 0 ≤ a * b := mul_nonneg ha hb
  have hr : (a * b) ^ 2 = 1 - t ^ 2 := by
    rw [mul_pow, ha2, hb2]; ring
  have hs : (a + b) ^ 2 = 2 + 2 * (a * b) := by
    linear_combination ha2 + hb2
  -- the product of the two frequencies lies between 1 - t² and 1 - t²/2
  have hlow : 1 - t ^ 2 ≤ a * b :=
    (pow_le_pow_iff_left₀ (by linarith) hab two_ne_zero).1 (by rw [hr]; nlinarith)
  have hupp : a * b ≤ 1 - t ^ 2 / 2 :=
    (pow_le_pow_iff_left₀ hab (by linarith) two_ne_zero).1 (by rw [hr]; nlinarith)
  constructor
  · have h : 2 - t ^ 2 ≤ a + b :=
      (pow_le_pow_iff_left₀ (by linarith) (by linarith) two_ne_zero).1
        (by rw [hs]; nlinarith)
    linarith
  · have h : a + b ≤ 2 - t ^ 2 / 4 :=
      (pow_le_pow_iff_left₀ (by linarith) (by linarith) two_ne_zero).1
        (by rw [hs]; nlinarith)
    linarith

/-- The comparison function `x exp(-x)²` is integrable over `x > 0`, with integral `1/4`. -/
theorem comparison_integral :
    IntegrableOn (fun x : ℝ => x * Real.exp (-x) ^ 2) (Ioi 0) ∧
      ∫ x in Ioi (0 : ℝ), x * Real.exp (-x) ^ 2 = 1 / 4 := by
  -- an explicit antiderivative that vanishes at infinity
  have hd : ∀ x ∈ Ici (0 : ℝ), HasDerivAt
      (fun y : ℝ => -(y / 2 + 1 / 4) * (Real.exp (-y) * Real.exp (-y)))
      (x * Real.exp (-x) ^ 2) x := by
    intro x _
    have h := (hasDerivAt_id' x).fun_neg.exp
    refine HasDerivAt.congr_deriv
      ((((hasDerivAt_id' x).div_const 2).add_const (1 / 4)).fun_neg.fun_mul (h.fun_mul h)) ?_
    ring
  have hpos : ∀ x ∈ Ioi (0 : ℝ), 0 ≤ x * Real.exp (-x) ^ 2 := fun x hx =>
    mul_nonneg (le_of_lt hx) (sq_nonneg _)
  have hlim : Tendsto (fun y : ℝ => -(y / 2 + 1 / 4) * (Real.exp (-y) * Real.exp (-y)))
      atTop (𝓝 0) := by
    have e0 := Real.tendsto_pow_mul_exp_neg_atTop_nhds_zero 0
    have e1 := Real.tendsto_pow_mul_exp_neg_atTop_nhds_zero 1
    have h := ((e1.mul e0).const_mul (-(1 / 2))).add ((e0.mul e0).const_mul (-(1 / 4)))
    convert h using 1
    · funext y
      ring
    · norm_num
  refine ⟨integrableOn_Ioi_deriv_of_nonneg' hd hpos hlim, ?_⟩
  rw [integral_Ioi_of_hasDerivAt_of_nonneg' hd hpos hlim]
  norm_num

/-- At `x > 0` the reduced shift lies between `-x exp(-x)²` and a quarter of that value. -/
theorem reducedShift_bounds {x : ℝ} (hx : 0 < x) :
    -(x * Real.exp (-x) ^ 2) ≤ reducedShift x ∧
      reducedShift x ≤ -(1 / 4) * (x * Real.exp (-x) ^ 2) := by
  obtain ⟨h1, h2⟩ := mode_sum_bounds (Real.exp_pos (-x)).le
    (Real.exp_le_one_iff.2 (by linarith))
  have h3 := mul_le_mul_of_nonneg_left h1 hx.le
  have h4 := mul_le_mul_of_nonneg_left h2 hx.le
  unfold reducedShift
  constructor <;> linarith

/-- The reduced shift is integrable over `x > 0`. -/
theorem reducedShift_integrable : IntegrableOn reducedShift (Ioi 0) := by
  have hc : Continuous reducedShift := by
    unfold reducedShift
    fun_prop
  refine Integrable.mono' comparison_integral.1 hc.aestronglyMeasurable ?_
  refine ae_restrict_of_forall_mem measurableSet_Ioi fun x hx => ?_
  have hx' : 0 < x := hx
  obtain ⟨h1, h2⟩ := reducedShift_bounds hx'
  have h3 : 0 ≤ x * Real.exp (-x) ^ 2 := by positivity
  rw [Real.norm_eq_abs, abs_le]
  constructor <;> linarith

/-- The plasmon constant lies between `-1/4` and `-1/16`. -/
theorem plasmonConstant_bounds : -(1 / 4) ≤ plasmonConstant ∧ plasmonConstant ≤ -(1 / 16) := by
  obtain ⟨hi, hv⟩ := comparison_integral
  constructor
  · have h := setIntegral_mono_on hi.neg reducedShift_integrable measurableSet_Ioi
      fun x hx => (reducedShift_bounds hx).1
    simp only [Pi.neg_apply] at h
    rw [integral_neg, hv] at h
    exact h
  · have h := setIntegral_mono_on reducedShift_integrable (hi.const_mul (-(1 / 4)))
      measurableSet_Ioi fun x hx => (reducedShift_bounds hx).2
    rw [integral_const_mul, hv] at h
    unfold plasmonConstant
    linarith

/-- At separation `d > 0` the energy integrand at wave number `k` is `ws / d` times the reduced
shift at `k d`. -/
theorem integrand_scaling (ws : ℝ) {d : ℝ} (hd : 0 < d) (k : ℝ) :
    k * (omegaPlus ws d k + omegaMinus ws d k - 2 * ws) = ws / d * reducedShift (k * d) := by
  have h : ws / d * (k * d) = ws * k := by field_simp
  unfold omegaPlus omegaMinus reducedShift
  linear_combination
    (-(√(1 + Real.exp (-(k * d))) + √(1 - Real.exp (-(k * d))) - 2)) * h

/-- For every separation `d > 0` the zero-point energy integral converges, and the energy per
area is `I ws / (4 π d²)` with the plasmon constant `I` between `-1/4` and `-1/16`. -/
theorem zeroPointEnergy_law (ws : ℝ) {d : ℝ} (hd : 0 < d) :
    IntegrableOn (fun k => k * (omegaPlus ws d k + omegaMinus ws d k - 2 * ws)) (Ioi 0) ∧
      zeroPointEnergy ws d = plasmonConstant * ws / (4 * Real.pi * d ^ 2) ∧
      -(1 / 4) ≤ plasmonConstant ∧ plasmonConstant ≤ -(1 / 16) := by
  refine ⟨?_, ?_, plasmonConstant_bounds⟩
  · simp only [integrand_scaling ws hd]
    have h : IntegrableOn (fun k => reducedShift (k * d)) (Ioi 0) := by
      rw [integrableOn_Ioi_comp_mul_right_iff reducedShift 0 hd, zero_mul]
      exact reducedShift_integrable
    exact h.const_mul (ws / d)
  · -- substitute x = k d
    unfold zeroPointEnergy plasmonConstant
    simp only [integrand_scaling ws hd]
    rw [integral_const_mul, integral_comp_mul_right_Ioi reducedShift 0 hd, zero_mul,
      smul_eq_mul]
    ring

/-- For `ws > 0` and `d > 0` the force per area, minus the derivative of the energy with respect
to separation, is `I ws / (2 π d³)`, and it is negative: the surfaces attract. -/
theorem plasmon_force {ws d : ℝ} (hws : 0 < ws) (hd : 0 < d) :
    HasDerivAt (fun y => -zeroPointEnergy ws y)
        (plasmonConstant * ws / (2 * Real.pi * d ^ 3)) d ∧
      plasmonConstant * ws / (2 * Real.pi * d ^ 3) < 0 := by
  have hpi := Real.pi_pos
  constructor
  · have hne : 4 * Real.pi * (d * d) ≠ 0 := by positivity
    have h := ((hasDerivAt_const d (plasmonConstant * ws)).fun_div
      (((hasDerivAt_id' d).fun_mul (hasDerivAt_id' d)).const_mul (4 * Real.pi)) hne).fun_neg
    -- near d the energy is given by the inverse-square law
    have he : (fun y => -zeroPointEnergy ws y) =ᶠ[𝓝 d]
        fun y => -(plasmonConstant * ws / (4 * Real.pi * (y * y))) := by
      filter_upwards [Ioi_mem_nhds hd] with y hy
      rw [(zeroPointEnergy_law ws hy).2.1, pow_two]
    refine (h.congr_of_eventuallyEq he).congr_deriv ?_
    field_simp
    ring
  · have hI : plasmonConstant < 0 := by linarith [plasmonConstant_bounds.2]
    exact div_neg_of_neg_of_pos (mul_neg_of_neg_of_pos hI hws) (by positivity)

end

end CoupledSurfacePlasmons
```

```lean
#print axioms CoupledSurfacePlasmons.zeroPointEnergy_law
-- 'CoupledSurfacePlasmons.zeroPointEnergy_law' depends on axioms: [propext, Classical.choice, Quot.sound]
#print axioms CoupledSurfacePlasmons.plasmon_force
-- 'CoupledSurfacePlasmons.plasmon_force' depends on axioms: [propext, Classical.choice, Quot.sound]
```

## From inequalities to the energy law

`mode_sum_bounds` follows the two rounds of squaring. The equations `hr` and `hs` are \((ab)^2=1-t^2\) and \((a+b)^2=2+2ab\). Each use of `pow_le_pow_iff_left₀` replaces a comparison of nonnegative numbers by one of their squares, and `nlinarith` settles the remaining polynomial inequality.

`comparison_integral` verifies the antiderivative in `hd` and its limit in `hlim`. The limit is assembled from \(e^{-y}\to0\) and \(ye^{-y}\to0\), which is why the exponential appears there as a product of two factors. Because the derivative is nonnegative, the existence of this limit gives integrability as well as the value \(1/4\).

`reducedShift_bounds` inserts \(t=e^{-x}\) and multiplies by \(x\). `reducedShift_integrable` combines continuity of \(f\) with the bound \(|f(x)|\le xe^{-2x}\), through `Integrable.mono'`. In `plasmonConstant_bounds`, two applications of `setIntegral_mono_on` integrate the lower and upper inequalities.

`integrand_scaling` is the algebraic identity behind the substitution. In `zeroPointEnergy_law` it rewrites the integrand, after which `integrableOn_Ioi_comp_mul_right_iff` transfers integrability from \(x\) to \(k\), and `integral_comp_mul_right_Ioi` supplies the factor \(1/d\) from the change of variable.

For `plasmon_force`, the inverse-square formula is available only at positive separations. The step `he` therefore shows that the energy agrees with this formula in a neighbourhood of `d`, which is enough to determine the derivative there. The quotient rule then gives the force, and the bound \(I\le-1/16\) gives its sign.
